# With two factors fixed, the least-squares third factor of a real three-index tensor is characterized by A G = R

Q: Before I judge whether the Lean statement is the fitting problem I know, tell me which objects and conventions it uses.

A: There is a real tensor $T_{ijk}$ with three finite indices, and there are three real factor matrices $A_{ir}$, $B_{jr}$ and $C_{kr}$ that share a rank index $r$. In Lean the index sets are the finite types `I`, `J`, `K` and `P`, with $r$ and $s$ running over `P`. No relation between their sizes is assumed.

```lean
import Mathlib

open Matrix

namespace TensorHypercontraction

noncomputable section

variable {I J K P : Type*} [Fintype I] [Fintype J] [Fintype K] [Fintype P]
```

The factorized tensor is $F_{ijk}(A)=\sum_r A_{ir}B_{jr}C_{kr}$. Only $A$ appears as an argument of $F$ because $B$ and $C$ stay fixed throughout.

```lean
/-- The factorized three-index tensor `∑ r, A i r * B j r * C k r`. -/
def fit (A : Matrix I P ℝ) (B : Matrix J P ℝ) (C : Matrix K P ℝ) (i : I) (j : J) (k : K) : ℝ :=
  ∑ r, A i r * B j r * C k r
```

The error is the plain sum of squares, $L(A)=\sum_{ijk}\bigl(T_{ijk}-F_{ijk}(A)\bigr)^2$, with no weights and no factor $1/2$.

```lean
/-- The squared error of the factorization, summed over all elements of the tensor `T`. -/
def loss (T : I → J → K → ℝ) (A : Matrix I P ℝ) (B : Matrix J P ℝ) (C : Matrix K P ℝ) : ℝ :=
  ∑ i, ∑ j, ∑ k, (T i j k - fit A B C i j k) ^ 2
```

Two matrices are built from the fixed data. The first is the entrywise product $G_{rs}=(B^{\mathsf T}B)_{rs}(C^{\mathsf T}C)_{rs}$.

```lean
/-- The matrix `G` of the normal equations: the entrywise product of `Bᵀ B` and `Cᵀ C`. -/
def gram (B : Matrix J P ℝ) (C : Matrix K P ℝ) : Matrix P P ℝ :=
  Matrix.of fun r s => (Bᵀ * B) r s * (Cᵀ * C) r s
```

The second is the contraction $R_{ir}=\sum_{jk}T_{ijk}B_{jr}C_{kr}$.

```lean
/-- The right-hand side `R` of the normal equations: `T` contracted with both fixed factors. -/
def rhs (T : I → J → K → ℝ) (B : Matrix J P ℝ) (C : Matrix K P ℝ) : Matrix I P ℝ :=
  Matrix.of fun i r => ∑ j, ∑ k, T i j k * (B j r * C k r)
```

Q: And "minimizes"? If that only means a vanishing gradient, the claim is nearly empty.

A: It means a global minimum: $L(A)\le L(A')$ for every real matrix $A'$ of the same shape. No derivative occurs in the definition.

```lean
/-- `A` is a best factor for fixed `B` and `C` if no other matrix gives a smaller squared error. -/
def IsBestFactor (T : I → J → K → ℝ) (A : Matrix I P ℝ) (B : Matrix J P ℝ)
    (C : Matrix K P ℝ) : Prop :=
  ∀ A' : Matrix I P ℝ, loss T A B C ≤ loss T A' B C
```

Q: The namespace says tensor hypercontraction. I know that as a factorization of the four-index electron repulsion integrals. Is this the same thing?

A: No. The tensor here has three indices, and the theorem concerns one linear subproblem of its factorization. It bears on electronic structure when $T$ is, for example, a real array of density-fitting integrals with two orbital indices and one auxiliary index: the theorem then characterizes one factor update in alternating least squares, with the other two factors held fixed and the error unweighted. Convergence of repeated updates is a separate question. So is a fit in which $A$ and $B$ are constrained to be equal, since $A$ must be free to vary alone.

Q: Then derive the condition by hand, without calculus if the definition has none.

A: First, $G$ is the overlap matrix of the product columns $B_{jr}C_{kr}$, regarded as vectors in the pair index $jk$:

$$G_{rs}=\Bigl(\sum_j B_{jr}B_{js}\Bigr)\Bigl(\sum_k C_{kr}C_{ks}\Bigr)=\sum_{jk}(B_{jr}C_{kr})(B_{js}C_{ks}).$$

Next, contract the residual with one of these columns and call the result $E$:

$$\sum_{jk}\bigl(T_{ijk}-F_{ijk}(A)\bigr)B_{js}C_{ks}=R_{is}-\sum_r A_{ir}G_{rs}=(R-AG)_{is}=E_{is}.$$

Now change $A$ to $A+D$. Since $F(A+D)=F(A)+F(D)$, expanding the square gives

$$L(A+D)=L(A)-2\sum_{ijk}\bigl(T_{ijk}-F_{ijk}(A)\bigr)F_{ijk}(D)+\sum_{ijk}F_{ijk}(D)^2.$$

Inserting $F_{ijk}(D)=\sum_s D_{is}B_{js}C_{ks}$ in the middle term and summing over $j$ and $k$ first turns this into

$$L(A+D)=L(A)-2\sum_{is}D_{is}E_{is}+\sum_{ijk}F_{ijk}(D)^2.$$

This is exact, because the error is quadratic in $A$.

Q: One direction is now clear. If $AG=R$, then $E=0$, and taking $D=A'-A$ gives $L(A')=L(A)+\sum_{ijk}F_{ijk}(A'-A)^2\ge L(A)$. What about the converse?

A: Suppose $A$ is a minimum and step along $D=tE$ for real $t$. Write $S=\sum_{is}E_{is}^2$ and $Q=\sum_{ijk}F_{ijk}(E)^2\ge 0$. The expansion and minimality give

$$2tS\le t^2Q\quad\text{for every } t.$$

Choose $t=u=S/(Q+1)$, so that $S=u(Q+1)$. Then $2u^2(Q+1)\le u^2Q$, which is $u^2(Q+2)\le 0$. Hence $u=0$, so $S=0$. A sum of squares vanishes only if each term does, so $E=0$ and $AG=R$. The $1$ in the denominator covers the case $Q=0$.

Q: Show me where these steps sit in the Lean proof.

A: The overlap formula comes first. Lean multiplies out the two sums and compares them term by term.

```lean
omit [Fintype P] in
/-- The matrix `G` is the overlap matrix of the product columns `B j r * C k r`,
summed over all pairs `j, k`. -/
theorem gram_eq_overlap (B : Matrix J P ℝ) (C : Matrix K P ℝ) (r s : P) :
    gram B C r s = ∑ j, ∑ k, (B j r * C k r) * (B j s * C k s) := by
  simp only [gram, Matrix.of_apply, Matrix.mul_apply, Matrix.transpose_apply,
    Finset.sum_mul_sum]
  exact Finset.sum_congr rfl fun j _ => Finset.sum_congr rfl fun k _ => by ring
```

The contraction of the residual is the next lemma. Its inner statement `h` treats the fitted part, where the sum over the rank index has to be exchanged with the sums over $j$ and $k$; `Finset.sum_comm` does that.

```lean
omit [Fintype I] in
/-- Contracting the residual tensor with the fixed factors gives `R - A G`. -/
theorem residual_contraction (T : I → J → K → ℝ) (A : Matrix I P ℝ) (B : Matrix J P ℝ)
    (C : Matrix K P ℝ) (i : I) (s : P) :
    ∑ j, ∑ k, (T i j k - fit A B C i j k) * (B j s * C k s)
      = (rhs T B C - A * gram B C) i s := by
  have h : ∑ j, ∑ k, fit A B C i j k * (B j s * C k s) = (A * gram B C) i s := by
    simp only [Matrix.mul_apply, gram_eq_overlap, fit, Finset.sum_mul, Finset.mul_sum]
    symm
    -- move the sum over the rank index inside
    exact Finset.sum_comm.trans (Finset.sum_congr rfl fun j _ =>
      Finset.sum_comm.trans (Finset.sum_congr rfl fun k _ =>
        Finset.sum_congr rfl fun r _ => by ring))
  simp only [sub_mul, Finset.sum_sub_distrib, h, Matrix.sub_apply, rhs, Matrix.of_apply]
```

Additivity of the fit in the free factor follows by distributing the product over the sum.

```lean
omit [Fintype I] [Fintype J] [Fintype K] in
/-- The fitted tensor is additive in the free factor. -/
theorem fit_add (A D : Matrix I P ℝ) (B : Matrix J P ℝ) (C : Matrix K P ℝ)
    (i : I) (j : J) (k : K) :
    fit (A + D) B C i j k = fit A B C i j k + fit D B C i j k := by
  simp only [fit, Matrix.add_apply, add_mul, Finset.sum_add_distrib]
```

The exact expansion combines these results. The statement `hc` rewrites the linear term as a sum over $ijk$, and the rest is the expansion of a square for each tensor element.

```lean
/-- Exact expansion of the squared error under a change `D` of the free factor: a linear term
governed by `R - A G`, and the squared norm of the tensor fitted by `D`. -/
theorem loss_add (T : I → J → K → ℝ) (A D : Matrix I P ℝ) (B : Matrix J P ℝ)
    (C : Matrix K P ℝ) :
    loss T (A + D) B C = loss T A B C
      - 2 * ∑ i, ∑ s, D i s * (rhs T B C - A * gram B C) i s
      + ∑ i, ∑ j, ∑ k, fit D B C i j k ^ 2 := by
  have hc : ∑ i, ∑ s, D i s * (rhs T B C - A * gram B C) i s
      = ∑ i, ∑ j, ∑ k, (T i j k - fit A B C i j k) * fit D B C i j k := by
    refine Finset.sum_congr rfl fun i _ => ?_
    simp only [← residual_contraction, fit, Finset.mul_sum]
    exact Finset.sum_comm.trans (Finset.sum_congr rfl fun j _ =>
      Finset.sum_comm.trans (Finset.sum_congr rfl fun k _ =>
        Finset.sum_congr rfl fun r _ => by ring))
  rw [hc]
  simp only [loss, fit_add, Finset.mul_sum, ← Finset.sum_sub_distrib, ← Finset.sum_add_distrib]
  exact Finset.sum_congr rfl fun i _ => Finset.sum_congr rfl fun j _ =>
    Finset.sum_congr rfl fun k _ => by ring
```

Q: Now the main theorem. Are there hidden assumptions about rank or invertibility?

A: None. `isBestFactor_iff` takes arbitrary real `T`, `A`, `B` and `C`, and says that `IsBestFactor T A B C` holds if and only if `A * gram B C = rhs T B C`. Linearly dependent product columns are allowed.

In the first half of the proof, `E`, `S` and `Q` are the quantities above. `step` is the inequality in $t$, `hS0` inserts the special step length, and `hE0` passes from the vanishing sum to the vanishing matrix. The second half is the argument you gave, with `A' - A` as the change.

```lean
/-- Normal equations: for fixed `B` and `C`, the matrix `A` minimizes the squared error
if and only if `A G = R`. -/
theorem isBestFactor_iff (T : I → J → K → ℝ) (A : Matrix I P ℝ) (B : Matrix J P ℝ)
    (C : Matrix K P ℝ) :
    IsBestFactor T A B C ↔ A * gram B C = rhs T B C := by
  constructor
  · intro hA
    obtain ⟨E, hE⟩ : ∃ E, E = rhs T B C - A * gram B C := ⟨_, rfl⟩
    obtain ⟨S, hS⟩ : ∃ S, S = ∑ i, ∑ s, E i s * E i s := ⟨_, rfl⟩
    obtain ⟨Q, hQ⟩ : ∃ Q, Q = ∑ i, ∑ j, ∑ k, fit E B C i j k ^ 2 := ⟨_, rfl⟩
    have hQ0 : 0 ≤ Q := by rw [hQ]; positivity
    -- a step of length t along E cannot lower the error
    have step : ∀ t : ℝ, 2 * (t * S) ≤ t ^ 2 * Q := by
      intro t
      have e := loss_add T A (t • E) B C
      have m := hA (A + t • E)
      have h1 : ∑ i, ∑ s, (t • E) i s * E i s = t * S := by
        simp only [hS, Matrix.smul_apply, smul_eq_mul, Finset.mul_sum, mul_assoc]
      have hf : ∀ i j k, fit (t • E) B C i j k = t * fit E B C i j k := by
        intro i j k
        simp only [fit, Matrix.smul_apply, smul_eq_mul, Finset.mul_sum, mul_assoc]
      have h2 : ∑ i, ∑ j, ∑ k, fit (t • E) B C i j k ^ 2 = t ^ 2 * Q := by
        simp only [hQ, hf, mul_pow, Finset.mul_sum]
      rw [← hE, h1, h2] at e
      linarith
    -- the choice t = S / (Q + 1) forces S = 0
    have hS0 : S = 0 := by
      obtain ⟨u, hu⟩ : ∃ u, u = S / (Q + 1) := ⟨_, rfl⟩
      have hSu : S = u * (Q + 1) := by
        rw [hu, div_mul_cancel₀ S (by positivity)]
      have h := step u
      rw [hSu] at h
      have hu0 : u = 0 := by
        by_contra hne
        have hpos : 0 < u ^ 2 := by positivity
        nlinarith [mul_nonneg hpos.le hQ0]
      rw [hSu, hu0, zero_mul]
    have hE0 : E = 0 := by
      ext i s
      have h0 := hS.symm.trans hS0
      have h1 := (Finset.sum_eq_zero_iff_of_nonneg (fun i _ =>
        Finset.sum_nonneg fun s _ => mul_self_nonneg (E i s))).1 h0 i (Finset.mem_univ i)
      have h2 := (Finset.sum_eq_zero_iff_of_nonneg (fun s _ =>
        mul_self_nonneg (E i s))).1 h1 s (Finset.mem_univ s)
      exact mul_self_eq_zero.1 h2
    exact (sub_eq_zero.1 (hE.symm.trans hE0)).symm
  · intro h A'
    have e := loss_add T A (A' - A) B C
    simp only [add_sub_cancel, h, sub_self, Matrix.zero_apply, mul_zero,
      Finset.sum_const_zero, sub_zero] at e
    have hp : 0 ≤ ∑ i, ∑ j, ∑ k, fit (A' - A) B C i j k ^ 2 := by positivity
    linarith
```

Q: If $G$ is singular, $A$ may not be unique. Does the physics then depend on which solution my linear solver returns?

A: The fitted tensor does not. If $A$ and $A'$ are both minimizers, then $L(A)=L(A')$, and the expansion leaves $\sum_{ijk}F_{ijk}(A'-A)^2=0$. Every element of $F(A'-A)$ is therefore zero, and additivity gives $F(A')=F(A)$. The Lean proof does the same, extracting the zero elements one index at a time. Anything computed from the fitted tensor alone is unaffected by the choice, though the entries of $A$ may differ.

```lean
/-- Any two best factors for the same `B` and `C` give the same fitted tensor. -/
theorem fit_unique (T : I → J → K → ℝ) (A A' : Matrix I P ℝ) (B : Matrix J P ℝ)
    (C : Matrix K P ℝ) (hA : IsBestFactor T A B C) (hA' : IsBestFactor T A' B C) :
    fit A' B C = fit A B C := by
  have e := loss_add T A (A' - A) B C
  simp only [add_sub_cancel, (isBestFactor_iff T A B C).1 hA, sub_self, Matrix.zero_apply,
    mul_zero, Finset.sum_const_zero, sub_zero] at e
  have hz : ∑ i, ∑ j, ∑ k, fit (A' - A) B C i j k ^ 2 = 0 := by
    linarith [le_antisymm (hA A') (hA' A)]
  funext i j k
  have h1 := (Finset.sum_eq_zero_iff_of_nonneg (by intros; positivity)).1 hz i (Finset.mem_univ i)
  have h2 := (Finset.sum_eq_zero_iff_of_nonneg (by intros; positivity)).1 h1 j (Finset.mem_univ j)
  have h3 := (Finset.sum_eq_zero_iff_of_nonneg (by intros; positivity)).1 h2 k (Finset.mem_univ k)
  have h4 : fit (A' - A) B C i j k = 0 := pow_eq_zero_iff two_ne_zero |>.1 h3
  have h5 := fit_add A (A' - A) B C i j k
  rw [add_sub_cancel, h4, add_zero] at h5
  exact h5
```

Q: Can I get the minimum error without building $F(A)$?

A: Yes. For a minimizer,

$$L(A)=\sum_{ijk}T_{ijk}^2-\sum_{ir}A_{ir}R_{ir}.$$

To see this, expand from the zero matrix to $A$. There $L(0)=\sum_{ijk} T_{ijk}^2$ and the contracted residual is $R$, so

$$L(A)=L(0)-2\sum_{ir}A_{ir}R_{ir}+\sum_{ijk}F_{ijk}(A)^2.$$

Then expand from $A$ back to zero. The linear term vanishes because $AG=R$, so $L(0)=L(A)+\sum_{ijk}F_{ijk}(A)^2$. Eliminating the sum of $F^2$ gives $2L(A)=2L(0)-2\sum_{ir}A_{ir}R_{ir}$, which is the formula. In Lean the two expansions are `e1` and `e2`, and `linarith` eliminates the common term. The derivation uses the fact that $A$ is a minimizer. At a general $A$ the formula can fail, although it does hold at $A=0$, whether or not zero is a minimizer.

```lean
/-- The squared error of a best factor `A` is the squared norm of `T` minus the
sum of `A i r * R i r`. -/
theorem loss_of_isBestFactor (T : I → J → K → ℝ) (A : Matrix I P ℝ) (B : Matrix J P ℝ)
    (C : Matrix K P ℝ) (hA : IsBestFactor T A B C) :
    loss T A B C = ∑ i, ∑ j, ∑ k, T i j k ^ 2 - ∑ i, ∑ r, A i r * rhs T B C i r := by
  have hn : ∀ i j k, fit (-A) B C i j k = -fit A B C i j k := by
    intro i j k
    simp only [fit, Matrix.neg_apply, neg_mul, Finset.sum_neg_distrib]
  have h0 : loss T (0 : Matrix I P ℝ) B C = ∑ i, ∑ j, ∑ k, T i j k ^ 2 := by
    simp [loss, fit]
  -- expand once from zero to A, and once from A back to zero
  have e1 := loss_add T 0 A B C
  have e2 := loss_add T A (-A) B C
  simp only [zero_add, Matrix.zero_mul, sub_zero] at e1
  simp only [add_neg_cancel, (isBestFactor_iff T A B C).1 hA, sub_self, Matrix.zero_apply,
    mul_zero, Finset.sum_const_zero, sub_zero, hn, neg_sq] at e2
  linarith
```

Q: And the explicit update $A=RG^{-1}$?

A: That one does need a condition, `IsUnit (gram B C).det`, which over the reals means $\det G\ne 0$. It says that the product columns $B_{jr}C_{kr}$ are linearly independent, so no rank component duplicates what the others can already represent. Multiplying $AG=R$ on the right by $G^{-1}$ gives $A=RG^{-1}$, and multiplying back by $G$ recovers the equation. The theorem is again an equivalence, so $RG^{-1}$ is a minimizer and the only one.

```lean
/-- If `G` is invertible, the unique best factor is `R G⁻¹`. -/
theorem isBestFactor_iff_eq_mul_inv [DecidableEq P] (T : I → J → K → ℝ) (A : Matrix I P ℝ)
    (B : Matrix J P ℝ) (C : Matrix K P ℝ) (hG : IsUnit (gram B C).det) :
    IsBestFactor T A B C ↔ A = rhs T B C * (gram B C)⁻¹ := by
  rw [isBestFactor_iff]
  constructor
  · intro h
    rw [← h, Matrix.mul_assoc, Matrix.mul_nonsing_inv _ hG, Matrix.mul_one]
  · intro h
    rw [h, Matrix.mul_assoc, Matrix.nonsing_inv_mul _ hG, Matrix.mul_one]

end

end TensorHypercontraction
```

```lean
#print axioms TensorHypercontraction.fit_unique
#print axioms TensorHypercontraction.loss_of_isBestFactor
#print axioms TensorHypercontraction.isBestFactor_iff_eq_mul_inv
```

```
'TensorHypercontraction.fit_unique' depends on axioms: [propext, Classical.choice, Quot.sound]
'TensorHypercontraction.loss_of_isBestFactor' depends on axioms: [propext, Classical.choice, Quot.sound]
'TensorHypercontraction.isBestFactor_iff_eq_mul_inv' depends on axioms: [propext, Classical.choice, Quot.sound]
```

Q: So for singular $G$, do I know that a minimizer exists?

A: The equivalence tests a given $A$; it does not supply one. Existence does hold for finite linear least squares, by projecting $T$ onto the space of fitted tensors, but that argument is additional to the Lean development.
